# The sign of the first nonzero component picks one vector from each pair G, −G with G ≠ 0

## Two ways to miscount the pairs

The Fourier coefficients of a real function with the periodicity of the crystal lattice come in conjugate pairs at \(G\) and \(-G\). When the terms of a sum are conjugate in the same way, a program can store one of each pair and give the real part of its term weight two. Suppose it keeps the vectors whose first component is positive. In two or three dimensions, every pair whose first component is zero is then lost. Suppose instead that it keeps the vectors whose first component is nonnegative. Those same pairs are then stored in full, and weight two counts them twice. Either way, an energy or a density summed over the stored vectors comes out wrong in general.

One cure is to look further along the vector when the first component vanishes: keep \(G\) if its first *nonzero* component is positive.

## Vectors, cutoff and plane waves

Write a reciprocal vector by its integer components in the reciprocal basis, \(G=(G_0,\dots,G_{d-1})\in\mathbb Z^d\), with indices starting at zero as in Lean. In the file this is a function `G : Fin d → ℤ`. Four definitions carry the physics:

- `FirstPos G` says that some \(G_i\) is positive and that \(G_j=0\) for all \(j<i\).
- `box d L` is the cutoff set \(B\) of all \(G\) with \(|G_i|\le L\) for every \(i\).
- `half d L` is the part \(H\) of \(B\) whose vectors satisfy `FirstPos`.
- `wave G x` is the plane wave \(e_G(x)=\exp\bigl(2\pi i\sum_i G_i x_i\bigr)\), where \(x\) holds the reduced coordinates of a point, its components along the direct lattice vectors.

Since only integer components and reduced coordinates enter, the shape of the unit cell plays no role.

## What is proved

The theorem `exactly_one_firstPos` says that for \(G\neq0\) either \(G\) satisfies `FirstPos` and \(-G\) does not, or the reverse. The theorem `card_half` gives the number of selected vectors in the box,
\[
|H|=\frac{(2L+1)^d-1}{2},
\]
for all natural \(d\) and \(L\). Lean's subtraction and division here are those of the natural numbers; they agree with the ordinary ones because \(2|H|+1=(2L+1)^d\), which is `two_mul_card_half_add_one`.

Two further theorems concern sums. In `sum_box_of_even`, a real summand with \(f(-G)=f(G)\) needs only \(f(0)\) and twice its sum over \(H\). In `fourier_sum_eq_half`, the coefficients obey \(c(-G)=\overline{c(G)}\), the condition that expresses the reality of the density, potential or orbital being expanded. The Fourier sum over the box is then the real number
\[
\sum_{G\in B}c(G)\,e_G(x)=\operatorname{Re}c(0)+2\sum_{G\in H}\operatorname{Re}\bigl(c(G)\,e_G(x)\bigr).
\]

Both symmetries are assumed for every \(G\in\mathbb Z^d\); coefficients known only in the box can be extended by zero. A spherical energy cutoff centred at \(G=0\) fits the sum formulas if the box is large enough to contain the sphere and the summand is set to zero outside the sphere, but the count is for the full box. An FFT grid with an even number of points per axis is not such a box, because its extreme frequency has no separate partner of opposite sign.

For plane-wave electronic structure, the result justifies half storage of a real density, or of orbitals chosen real at the \(\Gamma\) point, within a finite and inversion-symmetric set of vectors. At a general \(k\), time reversal, where it is a symmetry, relates coefficients at \(k\) to those at \(-k\), and the condition on \(c\) need not hold at one \(k\) alone.

## From the leading component to the count

**One of the two is selected.** Let \(G\ne0\), and let \(m\) be the least index with \(G_m\neq0\). All earlier components vanish, for \(G\) and for \(-G\). If \(G_m>0\), then \(G\) is selected. If \(G_m<0\), then \((-G)_m>0\) and \(-G\) is selected.

**Not both.** Suppose \(G\) is selected with leading index \(i\) and \(-G\) with leading index \(j\), so that \(G_i>0\) and \(-G_j>0\).

- If \(i<j\), the components of \(-G\) before \(j\) vanish, hence \(G_i=0\), a contradiction.
- If \(j<i\), the components of \(G\) before \(i\) vanish, hence \(G_j=0\), a contradiction.
- If \(i=j\), then \(G_i\) is both positive and negative.

**Folding a sum.** The box is unchanged by \(G\mapsto-G\). It therefore splits into \(\{0\}\), \(H\) and \(-H\), with no overlaps, and for any \(f\)
\[
\sum_{G\in B}f(G)=f(0)+\sum_{G\in H}\bigl(f(G)+f(-G)\bigr).
\]

**Counting.** Each component takes \(2L+1\) values, so \(|B|=(2L+1)^d\). With \(f=1\) the folded sum reads \((2L+1)^d=1+2|H|\), which gives the count. For \(d=0\) or \(L=0\) the box contains only the zero vector, and \(H\) is empty.

**Symmetric summands.** If \(f(-G)=f(G)\), each bracket equals \(2f(G)\). For the Fourier sum, \(c(0)=\overline{c(0)}\) makes \(c(0)\) real, and \(e_0(x)=1\). Reversing \(G\) changes the sign of the phase, so \(e_{-G}(x)=\overline{e_G(x)}\). Each pair contributes
\[
c(G)e_G(x)+\overline{c(G)e_G(x)}=2\operatorname{Re}\bigl(c(G)e_G(x)\bigr).
\]

## Nine vectors in the plane

Take \(d=2\) and \(L=1\). The box has nine vectors, and the selected ones are
\[
H=\{(0,1),\,(1,-1),\,(1,0),\,(1,1)\},
\]
four in number, as \((9-1)/2=4\) requires.

Now sum \(f(G)=G_0^2+G_1^2\). Over the whole box, four vectors contribute 1 and four contribute 2, in total 12. Over \(H\) the sum is \(1+2+1+2=6\), and twice this is 12. Keeping only \(G_0>0\) gives \(2\cdot5=10\), because the pair \((0,\pm1)\) is lost. Keeping \(G_0\ge0\) gives \(2\cdot7=14\), because that pair is counted twice.

## The Lean file

```lean
import Mathlib

open Finset ComplexConjugate

namespace HalfReciprocalVectors

noncomputable section

/-- The first nonzero component of the reciprocal vector `G` exists and is positive. -/
def FirstPos {d : ℕ} (G : Fin d → ℤ) : Prop :=
  ∃ i, 0 < G i ∧ ∀ j, j < i → G j = 0

instance {d : ℕ} (G : Fin d → ℤ) : Decidable (FirstPos G) :=
  Classical.propDecidable _

/-- The reciprocal vectors whose integer components all lie between `-L` and `L`. -/
def box (d L : ℕ) : Finset (Fin d → ℤ) :=
  Fintype.piFinset fun _ => Finset.Icc (-(L : ℤ)) (L : ℤ)

/-- The vectors of the box whose first nonzero component is positive. -/
def half (d L : ℕ) : Finset (Fin d → ℤ) :=
  (box d L).filter fun G => FirstPos G

/-- The plane wave `exp(2πi G·x)` at the point with reduced coordinates `x`. -/
def wave {d : ℕ} (G : Fin d → ℤ) (x : Fin d → ℝ) : ℂ :=
  Complex.exp (((2 * Real.pi * ∑ i, (G i : ℝ) * x i : ℝ) : ℂ) * Complex.I)

/-- A vector lies in the box exactly when every component is at most `L` in absolute value. -/
theorem mem_box {d L : ℕ} (G : Fin d → ℤ) : G ∈ box d L ↔ ∀ i, |G i| ≤ (L : ℤ) := by
  simp [box, abs_le]

/-- For a nonzero reciprocal vector `G`, exactly one of `G` and `-G` has a positive first
nonzero component. -/
theorem exactly_one_firstPos {d : ℕ} (G : Fin d → ℤ) (hG : G ≠ 0) :
    (FirstPos G ∧ ¬ FirstPos (-G)) ∨ (¬ FirstPos G ∧ FirstPos (-G)) := by
  -- the two leading indices would have to coincide, with opposite signs
  have hnot : ¬ (FirstPos G ∧ FirstPos (-G)) := by
    rintro ⟨⟨i, hi, hi'⟩, ⟨j, hj, hj'⟩⟩
    simp only [Pi.neg_apply] at hj hj'
    rcases lt_trichotomy i j with h | h | h
    · have := hj' i h
      omega
    · subst h
      omega
    · have := hi' j h
      omega
  -- the least index with a nonzero component decides the sign
  have hor : FirstPos G ∨ FirstPos (-G) := by
    obtain ⟨i, hi⟩ := Function.ne_iff.mp hG
    obtain ⟨m, hm, hmin⟩ :=
      (wellFounded_lt : WellFounded ((· < ·) : Fin d → Fin d → Prop)).has_min
        {i | G i ≠ 0} ⟨i, hi⟩
    have hz : ∀ j, j < m → G j = 0 := fun j hj => by
      by_contra hne
      exact hmin j hne hj
    have hm' : G m ≠ 0 := hm
    rcases lt_or_gt_of_ne hm' with h | h
    · refine Or.inr ⟨m, ?_, fun j hj => ?_⟩
      · rw [Pi.neg_apply]
        omega
      · rw [Pi.neg_apply, hz j hj, neg_zero]
    · exact Or.inl ⟨m, h, hz⟩
  tauto

/-- A sum over the box equals the term at `G = 0` plus the sum over the half set of the
terms at `G` and `-G`. -/
theorem sum_box_eq {M : Type*} [AddCommMonoid M] (d L : ℕ) (f : (Fin d → ℤ) → M) :
    ∑ G ∈ box d L, f G = f 0 + ∑ G ∈ half d L, (f G + f (-G)) := by
  -- inversion carries the half set onto the discarded half
  have hneg : ∑ G ∈ (box d L).filter (fun G => FirstPos (-G)), f G
      = ∑ G ∈ half d L, f (-G) := by
    refine Finset.sum_nbij' (fun G => -G) (fun G => -G) ?_ ?_ ?_ ?_ ?_
    · intro G hG
      simp only [half, Finset.mem_filter, mem_box, Pi.neg_apply, abs_neg] at hG ⊢
      exact hG
    · intro G hG
      simp only [half, Finset.mem_filter, mem_box, Pi.neg_apply, abs_neg, neg_neg] at hG ⊢
      exact hG
    · intro G _
      simp
    · intro G _
      simp
    · intro G _
      simp
  have hmem : (0 : Fin d → ℤ) ∈ box d L := by simp [mem_box]
  have h0 : f 0 = ∑ G ∈ box d L, if G = 0 then f G else 0 := by
    simp [Finset.sum_ite_eq', hmem]
  rw [Finset.sum_add_distrib, ← hneg, half, Finset.sum_filter, Finset.sum_filter, h0,
    ← Finset.sum_add_distrib, ← Finset.sum_add_distrib]
  refine Finset.sum_congr rfl fun G _ => ?_
  by_cases hG : G = 0
  · subst hG
    simp [FirstPos]
  · rcases exactly_one_firstPos G hG with ⟨h1, h2⟩ | ⟨h1, h2⟩
    · simp [hG, h1, h2]
    · simp [hG, h1, h2]

/-- Twice the number of vectors in the half set, plus one, is `(2L+1)^d`. -/
theorem two_mul_card_half_add_one (d L : ℕ) :
    2 * (half d L).card + 1 = (2 * L + 1) ^ d := by
  have hI : (Finset.Icc (-(L : ℤ)) (L : ℤ)).card = 2 * L + 1 := by
    rw [Int.card_Icc]
    omega
  have hbox : (box d L).card = (2 * L + 1) ^ d := by
    simp only [box, Fintype.card_piFinset, hI, Finset.prod_const, Finset.card_univ,
      Fintype.card_fin]
  -- fold the constant function one
  have h := sum_box_eq d L (fun _ => (1 : ℕ))
  simp only [Finset.sum_const, smul_eq_mul, mul_one, hbox] at h
  linarith

/-- The vectors with all `|G i| ≤ L` and positive first nonzero component number exactly
`((2L+1)^d - 1)/2`. -/
theorem card_half (d L : ℕ) : (half d L).card = ((2 * L + 1) ^ d - 1) / 2 := by
  rw [← two_mul_card_half_add_one d L]
  omega

/-- The sum of an inversion-symmetric quantity over the box is its value at `G = 0` plus
twice its sum over the half set. -/
theorem sum_box_of_even (d L : ℕ) (f : (Fin d → ℤ) → ℝ) (hf : ∀ G, f (-G) = f G) :
    ∑ G ∈ box d L, f G = f 0 + 2 * ∑ G ∈ half d L, f G := by
  rw [sum_box_eq, Finset.mul_sum]
  congr 1
  refine Finset.sum_congr rfl fun G _ => ?_
  rw [hf G]
  ring

/-- Reversing the reciprocal vector conjugates the plane wave. -/
theorem wave_neg {d : ℕ} (G : Fin d → ℤ) (x : Fin d → ℝ) :
    wave (-G) x = conj (wave G x) := by
  have h : 2 * Real.pi * ∑ i, (((-G) i : ℤ) : ℝ) * x i
      = -(2 * Real.pi * ∑ i, (G i : ℝ) * x i) := by
    simp [Finset.sum_neg_distrib]
  unfold wave
  rw [h, ← Complex.exp_conj, map_mul, Complex.conj_ofReal, Complex.conj_I,
    Complex.ofReal_neg, neg_mul, mul_neg]

/-- If the coefficients satisfy `c(-G) = conj c(G)`, the Fourier sum over the box is real and
is given by `c(0)` and the coefficients on the half set. -/
theorem fourier_sum_eq_half {d : ℕ} (L : ℕ) (c : (Fin d → ℤ) → ℂ)
    (hc : ∀ G, c (-G) = conj (c G)) (x : Fin d → ℝ) :
    ∑ G ∈ box d L, c G * wave G x
      = (((c 0).re + 2 * ∑ G ∈ half d L, (c G * wave G x).re : ℝ) : ℂ) := by
  have h0 : c 0 * wave 0 x = ((c 0).re : ℂ) := by
    have hr := hc 0
    rw [neg_zero] at hr
    have hw : wave (0 : Fin d → ℤ) x = 1 := by simp [wave]
    rw [hw, mul_one]
    exact (Complex.conj_eq_iff_re.mp hr.symm).symm
  refine (sum_box_eq d L (fun G => c G * wave G x)).trans ?_

  rw [h0, Finset.mul_sum, Complex.ofReal_add, Complex.ofReal_sum]
  congr 1
  -- each pair G, -G contributes a number plus its conjugate
  refine Finset.sum_congr rfl fun G _ => ?_
  rw [hc G, wave_neg, ← map_mul, Complex.add_conj]

end

end HalfReciprocalVectors
```

```lean
#print axioms HalfReciprocalVectors.exactly_one_firstPos
-- 'HalfReciprocalVectors.exactly_one_firstPos' depends on axioms: [propext, Classical.choice, Quot.sound]
#print axioms HalfReciprocalVectors.card_half
-- 'HalfReciprocalVectors.card_half' depends on axioms: [propext, Classical.choice, Quot.sound]
#print axioms HalfReciprocalVectors.sum_box_of_even
-- 'HalfReciprocalVectors.sum_box_of_even' depends on axioms: [propext, Classical.choice, Quot.sound]
#print axioms HalfReciprocalVectors.fourier_sum_eq_half
-- 'HalfReciprocalVectors.fourier_sum_eq_half' depends on axioms: [propext, Classical.choice, Quot.sound]
```

## How the Lean proof follows the argument

In `exactly_one_firstPos`, the step `hnot` excludes double selection. `lt_trichotomy i j` produces the three cases for the leading indices, and `omega` closes each one from contradictory conditions on a single component. The step `hor` finds the least nonzero index \(m\) through `has_min`, since the order on `Fin d` is well-founded, and then splits on the sign of \(G_m\). Finally, `tauto` combines "at least one" with "not both".

The folding formula is `sum_box_eq`. Its values may lie in any additive commutative monoid, so the same theorem serves for counting and for complex sums. The step `hneg` uses `Finset.sum_nbij'` with negation as a map in both directions: it turns the sum of \(f(G)\) over vectors whose negative is selected into the sum of \(f(-G)\) over \(H\). `mem_box` supplies the symmetry of the box. Instead of forming a disjoint union, the proof then writes all three contributions as sums over the whole box, with terms set to zero where they do not apply. It remains to compare them vector by vector. At \(G=0\) only the first contribution survives; at any other \(G\), `exactly_one_firstPos` leaves exactly one of the other two.

The count in `two_mul_card_half_add_one` applies this formula to the constant function one, after computing the size of the box as a product of \(d\) equal factors. `card_half` substitutes the resulting identity for \((2L+1)^d\), and `omega` does the division.

`sum_box_of_even` replaces \(f(-G)\) by \(f(G)\) in each bracket. `wave_neg` first shows that the phase changes sign and then moves the conjugation inside the exponential with `Complex.exp_conj`. In `fourier_sum_eq_half`, the step `h0` evaluates the zero-vector term as the real part of \(c(0)\), and `Complex.add_conj` turns each remaining pair into twice a real part.
